# The spin rotation exp(−iqσz/2) gives spin up and spin down opposite phases

For a single spin one-half and any real angle q, the theorem computes the rotation operator exp(−iqσz/2) as an explicit matrix. The result is the 2 × 2 diagonal matrix with entries e^(−iq/2) for spin up and e^(iq/2) for spin down. The proof first writes the exponent as a diagonal matrix, then uses `Matrix.exp_diagonal` to move the exponential onto the vector of diagonal entries. It finally compares the two sides entry by entry.

The first attempt, which Lean rejects:

```lean
import Mathlib

open Complex Matrix

namespace SpinRotationEq

noncomputable section

/-- The Pauli matrix `σz`. -/
def σz : Matrix (Fin 2) (Fin 2) ℂ := !![1, 0; 0, -1]

/-- The spin rotation `exp(-i q σz / 2)`. -/
def spinRotation (q : ℝ) : Matrix (Fin 2) (Fin 2) ℂ :=
  NormedSpace.exp ((-(q / 2) * I : ℂ) • σz)

/-- The spin rotation multiplies up and down spins by opposite phases. -/
theorem spinRotation_eq (q : ℝ) :
    spinRotation q = !![exp (-(q / 2) * I), 0; 0, exp (q / 2 * I)] := by
  have h : (-(q / 2) * I : ℂ) • σz = diagonal ![-(q / 2) * I, q / 2 * I] := by
    ext i j
    fin_cases i <;> fin_cases j <;> simp [σz]
  rw [spinRotation, h, Matrix.exp_diagonal]
  ext i j
  fin_cases i <;> fin_cases j <;> simp [Pi.exp_apply, Complex.exp_eq_exp_ℂ]

end

end SpinRotationEq
```

Compiling this gives:

```
Main.lean:24:40: error(lean.unknownIdentifier): Unknown identifier `Pi.exp_apply`
Main.lean:24:40: error(lean.unknownIdentifier): Unknown identifier `Pi.exp_apply`
Main.lean:24:40: error(lean.unknownIdentifier): Unknown identifier `Pi.exp_apply`
Main.lean:24:40: error(lean.unknownIdentifier): Unknown identifier `Pi.exp_apply`
```

Diagnosis. The four messages are one fault repeated: Lean knows no lemma called `Pi.exp_apply`. The `<;>` runs the last `simp` on each of the four matrix entries, so the unknown name is reported four times.

The name was meant to supply a needed step. After `Matrix.exp_diagonal`, the diagonal holds `NormedSpace.exp` of a whole vector, a function from `Fin 2` to ℂ, while the goal has the complex exponential of each component.

The repair proves this step locally as `hp`: component `i` of the vector's exponential is `exp (v i)`. Inside it, `Complex.exp_eq_exp_ℂ` turns the complex exponential into `NormedSpace.exp`, and `NormedSpace.map_exp` says that evaluation at `i`, a continuous ring homomorphism, commutes with the exponential. The last `simp` then uses `hp` in place of the unknown name. It no longer needs `Complex.exp_eq_exp_ℂ`, because `hp` already gives the result in terms of the complex exponential.

Lean accepts the file once it reads:

```diff
@@ -20,7 +20,12 @@
     ext i j
     fin_cases i <;> fin_cases j <;> simp [σz]
+  -- the exponential of a diagonal is taken entry by entry
+  have hp : ∀ (v : Fin 2 → ℂ) (i : Fin 2), NormedSpace.exp v i = exp (v i) := by
+    intro v i
+    rw [Complex.exp_eq_exp_ℂ]
+    exact NormedSpace.map_exp (Pi.evalRingHom (fun _ : Fin 2 => ℂ) i) (continuous_apply i) v
   rw [spinRotation, h, Matrix.exp_diagonal]
   ext i j
-  fin_cases i <;> fin_cases j <;> simp [Pi.exp_apply, Complex.exp_eq_exp_ℂ]
+  fin_cases i <;> fin_cases j <;> simp [hp]
 
 end
```
